# The vibrational free energy per atom of an Einstein solid tends to the zero-point energy as T → 0⁺

In an Einstein solid each atom counts as three independent harmonic oscillators of one common frequency, here given by a characteristic temperature t > 0 in units with ħ = k_B = 1. The vibrational free energy per atom is then 3T log(2 sinh(t/(2T))), and the lemma says that it tends to 3t/2, the zero-point energy of the three oscillators, as T falls to zero through positive values. The attempt writes 2 sinh(t/(2T)) as exp(t/(2T)) · (1 − exp(−t/T)), so that the free energy becomes 3t/2 + 3T log(1 − exp(−t/T)). It then shows that the second term tends to zero.

In Lean, a first try:

```lean
import Mathlib

open Filter Topology

namespace EinsteinPhaseTransition

/-- Vibrational free energy per atom of an Einstein solid with characteristic temperature `t`
at temperature `T`, for `t, T > 0` and in units with `ħ = k_B = 1`. -/
noncomputable def einsteinF (t T : ℝ) : ℝ :=
  3 * T * Real.log (2 * Real.sinh (t / (2 * T)))

/-- As `T → 0+` the Einstein free energy tends to the zero-point energy `3t/2`. -/
theorem einsteinF_tendsto_zero {t : ℝ} (ht : 0 < t) :
    Tendsto (einsteinF t) (𝓝[>] 0) (𝓝 (3 * t / 2)) := by
  have h1 : Tendsto (fun T : ℝ => Real.exp (-(t * T⁻¹))) (𝓝[>] 0) (𝓝 0) :=
    Real.tendsto_exp_neg_atTop_nhds_zero.comp (tendsto_inv_nhdsGT_zero.const_mul_atTop ht)
  have h2 : Tendsto (fun T : ℝ => Real.log (1 - Real.exp (-(t * T⁻¹)))) (𝓝[>] 0) (𝓝 0) := by
    have h := (h1.const_sub 1).log (by norm_num)
    simpa using h
  have h3 : Tendsto (fun T : ℝ => T) (𝓝[>] 0) (𝓝 0) :=
    tendsto_id.mono_left nhdsWithin_le_nhds
  have h4 := ((h3.mul h2).const_mul 3).const_add (3 * t / 2)
  rw [show 3 * t / 2 = 3 * t / 2 + 3 * ((0 : ℝ) * 0) by ring]
  refine h4.congr' ?_
  filter_upwards [self_mem_nhdsWithin] with T hT
  have hT' : 0 < T := hT
  have hpos : 0 < 1 - Real.exp (-(t * T⁻¹)) :=
    sub_pos.mpr (Real.exp_lt_one (neg_lt_zero.mpr (by positivity)))
  -- split off the zero-point factor of 2 sinh
  have e : 2 * Real.sinh (t / (2 * T))
      = Real.exp (t / (2 * T)) * (1 - Real.exp (-(t * T⁻¹))) := by
    rw [Real.sinh_eq, mul_sub, ← Real.exp_add,
      show t / (2 * T) + -(t * T⁻¹) = -(t / (2 * T)) by ring]
    ring
  have e2 : T * (t / (2 * T)) = t / 2 := by field_simp
  unfold einsteinF
  rw [e, Real.log_mul (Real.exp_pos _).ne' hpos.ne', Real.log_exp]
  linear_combination -3 * e2

end EinsteinPhaseTransition
```

Messages:

```
Main.lean:28:17: error(lean.unknownIdentifier): Unknown constant `Real.exp_lt_one`
```

Diagnosis. The single error says that Lean knows no constant called `Real.exp_lt_one`. The name is used in the proof of `hpos`, which states that 1 − exp(−t/T) is positive. By `sub_pos` this comes down to exp(−t/T) < 1, which holds because the exponent is negative. The reasoning is sound, but the lemma cited for this last step does not exist under that name in the Mathlib the file is compiled against.

The repair uses `Real.exp_lt_one_iff`, which says that exp x < 1 exactly when x < 0. Since this is an equivalence and not an implication, it can't simply be applied to the proof that the exponent is negative. The added `.mpr` picks out the direction from x < 0 to exp x < 1. That proof, `neg_lt_zero.mpr (by positivity)`, is kept as it was, and nothing else in the file changes.

Lean accepts the file once it reads:

```diff
@@ -26,5 +26,5 @@
   have hT' : 0 < T := hT
   have hpos : 0 < 1 - Real.exp (-(t * T⁻¹)) :=
-    sub_pos.mpr (Real.exp_lt_one (neg_lt_zero.mpr (by positivity)))
+    sub_pos.mpr (Real.exp_lt_one_iff.mpr (neg_lt_zero.mpr (by positivity)))
   -- split off the zero-point factor of 2 sinh
   have e : 2 * Real.sinh (t / (2 * T))
```
